# Integrated over positive inverse temperature, the Gibbs energy variance of a finite spectrum equals the mean level minus the ground-state energy

A small spin cluster is cooled from infinite temperature, where all its states are equally occupied, down to its ground state. At each temperature along the way, a simulation reports how strongly the energy fluctuates. Do these fluctuations alone determine the total energy that the cluster gives up?

For a finite spectrum in thermal equilibrium they do. Let $E_i$ be the energies of $N\ge 1$ states, with a degenerate level listed once for each of its states, and let $b=1/(k_BT)$ be the inverse temperature. Define

$$Z(b)=\sum_i e^{-bE_i},\qquad U(b)=\frac{1}{Z(b)}\sum_i E_i e^{-bE_i},$$

$$\mathrm{Var}(b)=\frac{1}{Z(b)}\sum_i (E_i-U(b))^2e^{-bE_i}.$$

With $E_{\min}$ the lowest energy, the variance is integrable over $(0,\infty)$ and

$$\int_0^\infty \mathrm{Var}(b)\,db=\frac1N\sum_i E_i-E_{\min}.$$

The weights $e^{-bE_i}/Z(b)$ are postulated. They describe a system that exchanges energy with a heat bath and has come to equilibrium with it.

## A check on fluctuation data from exact diagonalisation

In a code that diagonalises a finite Hamiltonian matrix completely, the identity tests the thermal averages against numbers that involve no temperature. The mean level is the trace of the matrix divided by its dimension, so it can be read off the diagonal before diagonalisation. A variance routine that returns a standard deviation, or that counts a degenerate level only once, will in general fail the comparison.

The variance integrated between two inverse temperatures likewise gives the difference of the mean energies there. Starting from $a$ instead of $0$, the integral is $U(a)-E_{\min}$. If the quadrature stops at $B>0$, the missing tail is therefore $U(B)-E_{\min}$, which lies between $0$ and $N/B$. This bound needs no knowledge of the gap, but it is loose: at large $B$ the true tail falls off exponentially, at a rate set by the gap above the lowest level, or is zero if all levels coincide.

## From the derivative of the mean energy to the integral

**The derivative.** Write $S=\sum_i E_ie^{-bE_i}$ and $Q=\sum_i E_i^2e^{-bE_i}$, so that $U=S/Z$. Differentiating term by term gives $Z'=-S$ and $S'=-Q$. The quotient rule then yields

$$U'=\frac{S'Z-SZ'}{Z^2}=\frac{-QZ+S^2}{Z^2}=-\left(\frac QZ-U^2\right).$$

Expanding the square in the variance gives

$$\mathrm{Var}=\frac{Q-2US+U^2Z}{Z}=\frac QZ-U^2,$$

and hence $U'(b)=-\mathrm{Var}(b)$.

**The cold limit.** Let $b>0$. Since the weights sum to one,

$$U(b)-E_{\min}=\frac{1}{Z(b)}\sum_i(E_i-E_{\min})e^{-bE_i}\ge 0.$$

For an upper bound, put $x=b(E_i-E_{\min})$ in $x\le e^x$ and multiply by $e^{-bE_i}$:

$$b(E_i-E_{\min})e^{-bE_i}\le e^{-bE_{\min}}.$$

Divide by $b$ and sum over the $N$ states. The numerator is at most $Ne^{-bE_{\min}}/b$. Because $e^{-bE_{\min}}$ is itself one of the positive terms of $Z(b)$, this is at most $NZ(b)/b$. Therefore

$$0\le U(b)-E_{\min}\le \frac Nb,$$

and $U(b)\to E_{\min}$ as $b\to\infty$.

**The integral.** For $B>a$, the fundamental theorem of calculus gives

$$\int_a^B\mathrm{Var}(b)\,db=U(a)-U(B).$$

The integrand is nonnegative, so the left side never decreases as $B$ grows, and the right side converges to $U(a)-E_{\min}$. The variance is therefore integrable on $(a,\infty)$, with that value as its integral. At $a=0$ every Boltzmann factor is $1$, so $U(0)=\frac1N\sum_iE_i$, which gives the identity.

**Negative inverse temperatures.** Replace each $E_i$ by $-E_i$. The weights at $b$ become those of the original spectrum at $-b$. The mean energy changes sign and the variance does not. The lowest reversed level is $-E_{\max}$, where $E_{\max}$ is the highest original level, so

$$\int_0^\infty\mathrm{Var}(-b)\,db=E_{\max}-\frac1N\sum_iE_i.$$

**One and two levels.** With a single state the variance vanishes and the mean level is the ground-state energy, so both sides of the identity are zero. For levels $0$ and $\Delta\ge0$, set $w=e^{-b\Delta}$. Then $U=\Delta w/(1+w)$ and

$$\mathrm{Var}=\frac{\Delta^2w}{1+w}-\frac{\Delta^2w^2}{(1+w)^2}=\frac{\Delta^2w}{(1+w)^2}.$$

The mean level is $\Delta/2$ and the lowest is $0$, so the integral is $\Delta/2$. This closed form makes a convenient first test for a quadrature routine.

## The Lean file

```lean
import Mathlib

open MeasureTheory Set Filter
open scoped Topology

namespace GibbsVarianceIntegral

noncomputable section

variable {ι : Type*} [Fintype ι]

/-- The canonical partition function of the levels `E` at inverse temperature `b`. -/
def partitionFunction (E : ι → ℝ) (b : ℝ) : ℝ := ∑ i, Real.exp (-b * E i)

/-- The Gibbs average of an observable with value `f i` on level `i`, for a nonempty spectrum. -/
def gibbsAverage (E f : ι → ℝ) (b : ℝ) : ℝ :=
  (∑ i, f i * Real.exp (-b * E i)) / partitionFunction E b

/-- The mean energy at inverse temperature `b`. -/
def meanEnergy (E : ι → ℝ) (b : ℝ) : ℝ := gibbsAverage E E b

/-- The Gibbs average of the squared deviation of the energy from its mean. -/
def energyVariance (E : ι → ℝ) (b : ℝ) : ℝ :=
  gibbsAverage E (fun i => (E i - meanEnergy E b) ^ 2) b

variable [Nonempty ι]

/-- The lowest level of the spectrum. -/
def groundEnergy (E : ι → ℝ) : ℝ := Finset.univ.inf' Finset.univ_nonempty E

/-- The highest level of the spectrum. -/
def topEnergy (E : ι → ℝ) : ℝ := Finset.univ.sup' Finset.univ_nonempty E

/-- The partition function of a nonempty spectrum is positive. -/
theorem partitionFunction_pos (E : ι → ℝ) (b : ℝ) : 0 < partitionFunction E b :=
  Finset.sum_pos (fun _ _ => Real.exp_pos _) Finset.univ_nonempty

/-- The derivative of the mean energy with respect to inverse temperature is minus the
energy variance. -/
theorem hasDerivAt_meanEnergy (E : ι → ℝ) (b : ℝ) :
    HasDerivAt (meanEnergy E) (-energyVariance E b) b := by
  have hne : ∑ i, Real.exp (-b * E i) ≠ 0 := (partitionFunction_pos E b).ne'
  have hw : ∀ i, HasDerivAt (fun x : ℝ => Real.exp (-x * E i))
      (-E i * Real.exp (-b * E i)) b := by
    intro i
    have h : HasDerivAt (fun x : ℝ => -x * E i) (-E i) b :=
      ((hasDerivAt_neg b).mul_const (E i)).congr_deriv (by ring)
    exact h.exp.congr_deriv (by ring)
  have hZ : HasDerivAt (fun x : ℝ => ∑ i, Real.exp (-x * E i))
      (∑ i, -E i * Real.exp (-b * E i)) b := HasDerivAt.fun_sum fun i _ => hw i
  have hN : HasDerivAt (fun x : ℝ => ∑ i, E i * Real.exp (-x * E i))
      (∑ i, E i * (-E i * Real.exp (-b * E i))) b :=
    HasDerivAt.fun_sum fun i _ => (hw i).const_mul (E i)
  have h : HasDerivAt (meanEnergy E) _ b := hN.fun_div hZ hne
  refine h.congr_deriv ?_
  -- express everything through the zeroth, first and second moments
  have h1 : ∑ i, E i * (-E i * Real.exp (-b * E i))
      = -∑ i, E i ^ 2 * Real.exp (-b * E i) := by
    rw [← Finset.sum_neg_distrib]
    exact Finset.sum_congr rfl fun i _ => by ring
  have h2 : ∑ i, -E i * Real.exp (-b * E i) = -∑ i, E i * Real.exp (-b * E i) := by
    rw [← Finset.sum_neg_distrib]
    exact Finset.sum_congr rfl fun i _ => by ring
  have h3 : ∀ u : ℝ, ∑ i, (E i - u) ^ 2 * Real.exp (-b * E i)
      = ∑ i, E i ^ 2 * Real.exp (-b * E i) - 2 * u * ∑ i, E i * Real.exp (-b * E i)
        + u ^ 2 * ∑ i, Real.exp (-b * E i) := by
    intro u
    rw [Finset.mul_sum, Finset.mul_sum, ← Finset.sum_sub_distrib, ← Finset.sum_add_distrib]
    exact Finset.sum_congr rfl fun i _ => by ring
  simp only [energyVariance, meanEnergy, gibbsAverage, partitionFunction, h1, h2, h3]
  generalize ∑ i, Real.exp (-b * E i) = Z at hne ⊢
  generalize ∑ i, E i * Real.exp (-b * E i) = S
  generalize ∑ i, E i ^ 2 * Real.exp (-b * E i) = Q
  field_simp
  ring

/-- At positive inverse temperature `b` the mean energy minus the ground-state energy is at least
zero and at most the number of states divided by `b`. -/
theorem meanEnergy_sub_ground_bounds (E : ι → ℝ) {b : ℝ} (hb : 0 < b) :
    0 ≤ meanEnergy E b - groundEnergy E ∧
      meanEnergy E b - groundEnergy E ≤ (Fintype.card ι : ℝ) / b := by
  have hZ := partitionFunction_pos E b
  have key : meanEnergy E b - groundEnergy E
      = (∑ i, (E i - groundEnergy E) * Real.exp (-b * E i)) / partitionFunction E b := by
    unfold meanEnergy gibbsAverage
    rw [eq_div_iff hZ.ne', sub_mul, div_mul_cancel₀ _ hZ.ne']
    simp only [sub_mul, Finset.sum_sub_distrib, Finset.mul_sum, partitionFunction]
  rw [key]
  constructor
  · exact div_nonneg (Finset.sum_nonneg fun i _ => mul_nonneg
      (sub_nonneg.mpr (Finset.inf'_le E (Finset.mem_univ i))) (Real.exp_pos _).le) hZ.le
  · obtain ⟨j, _, hj⟩ := Finset.exists_mem_eq_inf' Finset.univ_nonempty E
    have hg : groundEnergy E = E j := hj
    rw [div_le_iff₀ hZ, hg]
    -- each level contributes at most the ground-state weight divided by b
    have hterm : ∀ i, (E i - E j) * Real.exp (-b * E i) ≤ Real.exp (-b * E j) / b := by
      intro i
      have h1 : b * (E i - E j) ≤ Real.exp (b * (E i - E j)) := by
        linarith [Real.add_one_le_exp (b * (E i - E j))]
      have h2 : Real.exp (-b * E j)
          = Real.exp (b * (E i - E j)) * Real.exp (-b * E i) := by
        rw [← Real.exp_add]
        congr 1
        ring
      have h3 := mul_le_mul_of_nonneg_right h1 (Real.exp_pos (-b * E i)).le
      rw [le_div_iff₀ hb, h2]
      linarith
    have hle : Real.exp (-b * E j) ≤ partitionFunction E b :=
      Finset.single_le_sum (f := fun i => Real.exp (-b * E i))
        (fun i _ => (Real.exp_pos _).le) (Finset.mem_univ j)
    calc ∑ i, (E i - E j) * Real.exp (-b * E i)
        ≤ ∑ _i : ι, Real.exp (-b * E j) / b := Finset.sum_le_sum fun i _ => hterm i
      _ = (Fintype.card ι : ℝ) / b * Real.exp (-b * E j) := by
          rw [Finset.sum_const, Finset.card_univ, nsmul_eq_mul]
          ring
      _ ≤ (Fintype.card ι : ℝ) / b * partitionFunction E b :=
          mul_le_mul_of_nonneg_left hle (by positivity)

/-- The mean energy tends to the ground-state energy as the inverse temperature grows. -/
theorem tendsto_meanEnergy (E : ι → ℝ) :
    Tendsto (meanEnergy E) atTop (𝓝 (groundEnergy E)) := by
  have h0 : Tendsto (fun b : ℝ => (Fintype.card ι : ℝ) / b) atTop (𝓝 0) :=
    tendsto_const_nhds.div_atTop tendsto_id
  have h1 := h0.const_add (groundEnergy E)
  rw [add_zero] at h1
  refine tendsto_of_tendsto_of_tendsto_of_le_of_le' tendsto_const_nhds h1 ?_ ?_
  · filter_upwards [eventually_gt_atTop (0 : ℝ)] with b hb
    linarith [(meanEnergy_sub_ground_bounds E hb).1]
  · filter_upwards [eventually_gt_atTop (0 : ℝ)] with b hb
    linarith [(meanEnergy_sub_ground_bounds E hb).2]

/-- From any inverse temperature `a` upwards the energy variance is integrable, and its integral
is the mean energy at `a` minus the ground-state energy. -/
theorem integral_variance_from (E : ι → ℝ) (a : ℝ) :
    IntegrableOn (energyVariance E) (Ioi a) ∧
      ∫ b in Ioi a, energyVariance E b = meanEnergy E a - groundEnergy E := by
  have hd : ∀ b ∈ Ici a, HasDerivAt (fun x => -meanEnergy E x) (energyVariance E b) b :=
    fun b _ => (hasDerivAt_meanEnergy E b).fun_neg.congr_deriv (neg_neg _)
  have hp : ∀ b ∈ Ioi a, 0 ≤ energyVariance E b := fun b _ =>
    div_nonneg (Finset.sum_nonneg fun i _ => mul_nonneg (sq_nonneg _) (Real.exp_pos _).le)
      (partitionFunction_pos E b).le
  have hl := (tendsto_meanEnergy E).neg
  refine ⟨integrableOn_Ioi_deriv_of_nonneg' hd hp hl, ?_⟩
  rw [integral_Ioi_of_hasDerivAt_of_nonneg' hd hp hl]
  ring

/-- The energy variance is integrable over all positive inverse temperatures, and its integral
is the arithmetic mean of the levels minus the ground-state energy. -/
theorem integral_variance (E : ι → ℝ) :
    IntegrableOn (energyVariance E) (Ioi 0) ∧
      ∫ b in Ioi (0 : ℝ), energyVariance E b
        = (∑ i, E i) / (Fintype.card ι : ℝ) - groundEnergy E := by
  have h0 : meanEnergy E 0 = (∑ i, E i) / (Fintype.card ι : ℝ) := by
    simp [meanEnergy, gibbsAverage, partitionFunction]
  rw [← h0]
  exact integral_variance_from E 0

/-- Over negative inverse temperatures `-b`, with `b` positive, the energy variance integrates to
the highest level minus the arithmetic mean of the levels. -/
theorem integral_variance_negative (E : ι → ℝ) :
    ∫ b in Ioi (0 : ℝ), energyVariance E (-b)
      = topEnergy E - (∑ i, E i) / (Fintype.card ι : ℝ) := by
  -- reversing the spectrum is the same as reversing the sign of b
  have hv : ∀ b, energyVariance (fun i => -E i) b = energyVariance E (-b) := by
    intro b
    have hw : ∀ i, -b * -E i = - -b * E i := fun i => by ring
    have hm : meanEnergy (fun i => -E i) b = -meanEnergy E (-b) := by
      simp only [meanEnergy, gibbsAverage, partitionFunction, hw]
      rw [← neg_div, ← Finset.sum_neg_distrib]
      congr 1
      exact Finset.sum_congr rfl fun i _ => by ring
    simp only [energyVariance, hm]
    simp only [gibbsAverage, partitionFunction, hw]
    congr 1
    exact Finset.sum_congr rfl fun i _ => by ring
  have hg : groundEnergy (fun i => -E i) = -topEnergy E := by
    obtain ⟨j, _, hj⟩ := Finset.exists_mem_eq_sup' Finset.univ_nonempty E
    have ht : topEnergy E = E j := hj
    apply le_antisymm
    · rw [ht]
      exact Finset.inf'_le (fun i => -E i) (Finset.mem_univ j)
    · exact Finset.le_inf' _ _ fun i _ => neg_le_neg (Finset.le_sup' E (Finset.mem_univ i))
  have h := (integral_variance (fun i => -E i)).2
  simp only [hv, hg, Finset.sum_neg_distrib] at h
  rw [h]
  ring

/-- For two levels `0` and `Δ ≥ 0`, the explicit energy variance integrates over positive inverse
temperatures to half the gap. -/
theorem integral_variance_two_level {Δ : ℝ} (hΔ : 0 ≤ Δ) :
    ∫ b in Ioi (0 : ℝ), Δ ^ 2 * Real.exp (-b * Δ) / (1 + Real.exp (-b * Δ)) ^ 2 = Δ / 2 := by
  have hv : ∀ b, energyVariance ![0, Δ] b
      = Δ ^ 2 * Real.exp (-b * Δ) / (1 + Real.exp (-b * Δ)) ^ 2 := by
    intro b
    have hne : 1 + Real.exp (-b * Δ) ≠ 0 := by positivity
    simp only [energyVariance, meanEnergy, gibbsAverage, partitionFunction, Fin.sum_univ_two,
      Matrix.cons_val_zero, Matrix.cons_val_one, mul_zero, Real.exp_zero]
    generalize Real.exp (-b * Δ) = w at hne ⊢
    field_simp
    ring
  have hg : groundEnergy ![0, Δ] = 0 := by
    apply le_antisymm
    · exact Finset.inf'_le ![0, Δ] (Finset.mem_univ 0)
    · exact Finset.le_inf' _ _ fun i _ => by fin_cases i <;> simp [hΔ]
  have h := (integral_variance ![0, Δ]).2
  simp only [hv, hg] at h
  rw [h, Fin.sum_univ_two]
  simp

end

end GibbsVarianceIntegral
```

```lean
#print axioms GibbsVarianceIntegral.integral_variance
#print axioms GibbsVarianceIntegral.integral_variance_negative
#print axioms GibbsVarianceIntegral.integral_variance_two_level
```

```
'GibbsVarianceIntegral.integral_variance' depends on axioms: [propext, Classical.choice, Quot.sound]
'GibbsVarianceIntegral.integral_variance_negative' depends on axioms: [propext, Classical.choice, Quot.sound]
'GibbsVarianceIntegral.integral_variance_two_level' depends on axioms: [propext, Classical.choice, Quot.sound]
```

## How the Lean statements encode the spectrum

The type `ι` labels the states, and `E : ι → ℝ` gives their energies. Nothing requires different labels to have different energies, so degeneracy is allowed and is counted state by state. The number $N$ is `Fintype.card ι`, and `[Nonempty ι]` says that there is at least one state.

The definitions `partitionFunction`, `meanEnergy` and `energyVariance` are $Z$, $U$ and $\mathrm{Var}$. The last two are built from `gibbsAverage`, which divides by the partition function, so the averages are normalised. `groundEnergy` and `topEnergy` are the minimum and maximum over the states.

The main theorem, `integral_variance`, has two parts. `IntegrableOn (energyVariance E) (Ioi 0)` says that the variance is integrable over $b>0$, and the equation gives the value of the integral. `integral_variance_from` makes the corresponding statement for any real starting point `a`, including a negative one.

The theorems `integral_variance_negative` and `integral_variance_two_level` state only values. Lean assigns the value zero to the integral of a non-integrable function, so a value of zero would not by itself show integrability. In every case integrability follows from `integral_variance`, applied to the reversed spectrum or to the two-level one.

## How the proof follows the calculation

`hasDerivAt_meanEnergy` proves $U'=-\mathrm{Var}$. Its step `hw` differentiates one Boltzmann factor, `hZ` and `hN` sum these derivatives, and `fun_div` applies the quotient rule. The steps `h1`, `h2` and `h3` rewrite everything in terms of the three moments. These are then named `Z`, `S` and `Q`, and `field_simp` and `ring` finish the algebra.

`meanEnergy_sub_ground_bounds` proves the two-sided bound. The equation `key` moves $E_{\min}$ inside the average. A state `j` that attains the minimum is then chosen, `hterm` bounds each summand through the exponential inequality, and `hle` says that the weight of `j` is at most $Z$. The `calc` block adds up the estimates. `tendsto_meanEnergy` squeezes $U$ between $E_{\min}$ and $E_{\min}+N/b$.

In `integral_variance_from`, the fundamental theorem on a half-line is applied to $-U$, whose derivative is the variance. Its three inputs are the derivative `hd`, the nonnegativity `hp` and the limit `hl`. One Mathlib theorem returns integrability and another returns the value. `integral_variance` then evaluates $U(0)$.

For negative inverse temperatures, `hv` shows that reversing the spectrum reverses the sign of $b$, and `hg` turns the lowest reversed level into minus the highest original one. In the two-level theorem, `hv` derives the explicit integrand from the general definition, so the formula is tied to the same variance as the main result.

## Exact for a finite list of levels, silent about numerical error

The identity holds for every finite nonempty list of real energies, with no condition on gaps or degeneracies. The energies are fixed numbers that do not depend on $b$. A Hamiltonian enters only through its eigenvalues: the file contains no operator and no diagonalisation, and the link between the mean level and the trace is ordinary linear algebra added here.

Infinite spectra are not covered. A harmonic oscillator, for example, has no finite arithmetic mean of its levels, so the right-hand side loses its meaning. If its basis is truncated, the identity applies to the truncated spectrum, and the value then depends on the truncation.

The theorems concern exact real numbers and exact integrals. Sampling noise, the spacing of the $b$ grid and floating-point rounding all need their own error estimates. The bound $N/B$ controls only the part of the integral beyond the cutoff. Agreement with the identity is also a test of one integrated number, and errors at different temperatures can cancel in it.
